# The Godby–Needs plasmon-pole fit exists and is unique exactly when $e_0 < e_1 < 1$

A plasmon-pole fit can fail on perfectly finite input. Given two real numbers as values of an inverse dielectric function, the fit formulas may return a negative squared pole frequency, which has no real root, or a real frequency with a negative strength. Two questions follow: which data admit a fit, and whether that fit is the only one.

The model with strength $R$ and pole frequency $w$ is

$$\varepsilon^{-1}(z) = 1 + \frac{R}{z^2 - w^2},$$

where $z$ is a complex frequency. A fit has $R>0$ and $w>0$, and takes the real values $e_0$ at $z=0$ and $e_1$ at $z=iu_0$. For $u_0>0$, a fit exists if and only if $e_0<e_1<1$. It is then unique, with

$$w^2 = \frac{u_0^2(1-e_1)}{e_1-e_0}, \qquad R=(1-e_0)w^2.$$

## From two data values to one pole

At $z=iu$ with $u$ real, $z^2=-u^2$, so the model is real:

$$\varepsilon^{-1}(iu) = 1-\frac{R}{u^2+w^2}.$$

The fit conditions are therefore

$$1-\frac{R}{w^2}=e_0, \qquad 1-\frac{R}{u_0^2+w^2}=e_1.$$

Clearing denominators gives $R=(1-e_0)w^2$ and $R=(1-e_1)(u_0^2+w^2)$. Equating the two expressions and collecting the terms in $w^2$ gives

$$w^2(e_1-e_0)=u_0^2(1-e_1).$$

If $e_0<e_1<1$, this fixes a positive $w^2$, hence one positive $w$, hence one $R$, which is positive because $1-e_0>0$. These values do fit. The first condition is immediate, and for the second,

$$u_0^2+w^2=\frac{u_0^2(1-e_0)}{e_1-e_0}, \qquad \frac{R}{u_0^2+w^2}=1-e_1.$$

Conversely, suppose that a fit exists. Since $R>0$ and $u_0>0$,

$$0<\frac{R}{u_0^2+w^2}<\frac{R}{w^2},$$

which says $0<1-e_1<1-e_0$, that is, $e_0<e_1<1$.

Finally, multiplying the numerator and denominator of $R/(u^2+w^2)$ by $e_1-e_0$ and using $R=(1-e_0)w^2$ together with the relation for $w^2$ eliminates both parameters:

$$\varepsilon^{-1}(iu)=1-\frac{(1-e_0)(1-e_1)u_0^2}{(e_1-e_0)u^2+(1-e_1)u_0^2}.$$

## The model and the fit in Lean

```lean
import Mathlib

open Complex

namespace GodbyNeedsPlasmonPole

noncomputable section
```

The parameters are real and the frequency argument is complex.

```lean
/-- The single-plasmon-pole inverse dielectric function at complex frequency `z`,
with strength `R` and pole frequency `w`. -/
def invDielectric (R w : ℝ) (z : ℂ) : ℂ := 1 + (R : ℂ) / (z ^ 2 - (w : ℂ) ^ 2)
```

This is a scalar model with an undamped pole: it has no broadening and no matrix structure.

```lean
/-- A Godby-Needs fit: a model of positive strength and positive pole frequency that takes
the value `e0` at zero frequency and `e1` at the imaginary frequency `i u0`. -/
def IsFit (R w u0 e0 e1 : ℝ) : Prop :=
  0 < R ∧ 0 < w ∧ invDielectric R w 0 = (e0 : ℂ) ∧
    invDielectric R w ((u0 : ℂ) * I) = (e1 : ℂ)
```

`IsFit` collects the two sign conditions and the two matching conditions. The latter are equations between complex numbers, with the real data embedded in the complex plane, so they also require the imaginary part of the model to vanish at both points. The sign conditions express a physical choice: a real, positive excitation frequency, and a strength whose sign makes the static response a screening one.

```lean
/-- The square-root formula for the pole frequency, as a function of `u0` and the two data values.
-/
def fitFrequency (u0 e0 e1 : ℝ) : ℝ := Real.sqrt (u0 ^ 2 * (1 - e1) / (e1 - e0))
```

For $u_0>0$ and $e_0<e_1<1$ this is the positive root found above.

## Reduction to real equations

```lean
/-- On the imaginary frequency axis the model is real and equals `1 - R / (u² + w²)`. -/
theorem invDielectric_imaginary_axis (R w u : ℝ) :
    invDielectric R w ((u : ℂ) * I) = ((1 - R / (u ^ 2 + w ^ 2) : ℝ) : ℂ) := by
  have h : ((u : ℂ) * I) ^ 2 - (w : ℂ) ^ 2 = -((u : ℂ) ^ 2 + (w : ℂ) ^ 2) := by
    rw [mul_pow, Complex.I_sq]
    ring
  unfold invDielectric
  rw [h, div_neg]
  push_cast
  ring
```

The lemma `h` evaluates the denominator using $i^2=-1$. The remaining steps move the minus sign out of the fraction and identify the complex expression with an embedded real one.

```lean
/-- A fit is a positive strength and a positive pole frequency that satisfy two real equations. -/
theorem isFit_iff (R w u0 e0 e1 : ℝ) :
    IsFit R w u0 e0 e1 ↔
      0 < R ∧ 0 < w ∧ 1 - R / w ^ 2 = e0 ∧ 1 - R / (u0 ^ 2 + w ^ 2) = e1 := by
  have h0 : invDielectric R w 0 = ((1 - R / w ^ 2 : ℝ) : ℂ) := by
    have h : (0 : ℂ) ^ 2 - (w : ℂ) ^ 2 = -((w : ℂ) ^ 2) := by ring
    unfold invDielectric
    rw [h, div_neg]
    push_cast
    ring
  unfold IsFit
  rw [h0, invDielectric_imaginary_axis, Complex.ofReal_inj, Complex.ofReal_inj]
```

The same calculation at zero frequency gives `h0`. Two embedded real numbers are equal only if the real numbers are, which turns the complex conditions into the two real equations.

```lean
/-- Every fit obeys two polynomial relations between its parameters and the data. -/
theorem fit_relations {R w u0 e0 e1 : ℝ} (h : IsFit R w u0 e0 e1) :
    R = (1 - e0) * w ^ 2 ∧ w ^ 2 * (e1 - e0) = u0 ^ 2 * (1 - e1) := by
  obtain ⟨_, hw, h0, h1⟩ := (isFit_iff R w u0 e0 e1).mp h
  have hw2 : w ^ 2 ≠ 0 := by positivity
  have hs : u0 ^ 2 + w ^ 2 ≠ 0 := by positivity
  -- clear the denominators in the two matching conditions
  have a : R = (1 - e0) * w ^ 2 := (div_eq_iff hw2).mp (by linarith)
  have b : R = (1 - e1) * (u0 ^ 2 + w ^ 2) := (div_eq_iff hs).mp (by linarith)
  exact ⟨a, by linear_combination b - a⟩
```

Here `a` and `b` are the two expressions for $R$, obtained by clearing denominators that are nonzero because $w>0$. Their difference is the relation for $w^2$. No inequality on the data is assumed, since every fit obeys these relations.

## Existence and uniqueness

```lean
/-- For `u0 > 0` and data `e0 < e1 < 1` the explicit pole frequency, with strength `(1 - e0) w²`, is
a fit. -/
theorem fitFrequency_isFit {u0 e0 e1 : ℝ} (hu : 0 < u0) (h01 : e0 < e1) (h1 : e1 < 1) :
    IsFit ((1 - e0) * fitFrequency u0 e0 e1 ^ 2) (fitFrequency u0 e0 e1) u0 e0 e1 := by
  have hd : 0 < e1 - e0 := by linarith
  have hn : 0 < 1 - e1 := by linarith
  have he : 0 < 1 - e0 := by linarith
  have hq : 0 < u0 ^ 2 * (1 - e1) / (e1 - e0) := by positivity
  have hW : 0 < fitFrequency u0 e0 e1 := Real.sqrt_pos.mpr hq
  have hsq : fitFrequency u0 e0 e1 ^ 2 = u0 ^ 2 * (1 - e1) / (e1 - e0) :=
    Real.sq_sqrt hq.le
  have hk := (eq_div_iff hd.ne').mp hsq
  generalize fitFrequency u0 e0 e1 = W at hW hk ⊢
  have hW2 : W ^ 2 ≠ 0 := by positivity
  have hs : u0 ^ 2 + W ^ 2 ≠ 0 := by positivity
  refine (isFit_iff _ _ _ _ _).mpr ⟨by positivity, hW, ?_, ?_⟩
  · rw [mul_div_assoc, div_self hW2]
    ring
  · have h : (1 - e0) * W ^ 2 / (u0 ^ 2 + W ^ 2) = 1 - e1 :=
      (div_eq_iff hs).mpr (by linear_combination hk)
    linarith
```

The inequalities make the quantity under the root positive, so `hW` gives a positive frequency and `hsq` gives its square. The proof then replaces the explicit root by a letter `W`, retaining its positivity and the relation $W^2(e_1-e_0)=u_0^2(1-e_1)$. That relation is enough to verify the second matching condition.

```lean
/-- Godby-Needs fit: for `u0 > 0` and `e0 < e1 < 1` exactly one pair of strength and pole
frequency fits the data, and it satisfies `w² = u0² (1 - e1) / (e1 - e0)` and
`R = (1 - e0) w²`. -/
theorem godbyNeeds_fit {u0 e0 e1 : ℝ} (hu : 0 < u0) (h01 : e0 < e1) (h1 : e1 < 1) :
    (∃! p : ℝ × ℝ, IsFit p.1 p.2 u0 e0 e1) ∧
      ∀ R w : ℝ, IsFit R w u0 e0 e1 →
        w ^ 2 = u0 ^ 2 * (1 - e1) / (e1 - e0) ∧ R = (1 - e0) * w ^ 2 := by
  have hd : e1 - e0 ≠ 0 := by linarith [h01] |> fun h : 0 < e1 - e0 => h.ne'
  have key : ∀ R w : ℝ, IsFit R w u0 e0 e1 →
      w ^ 2 = u0 ^ 2 * (1 - e1) / (e1 - e0) ∧ R = (1 - e0) * w ^ 2 := by
    intro R w h
    obtain ⟨a, k⟩ := fit_relations h
    exact ⟨(eq_div_iff hd).mpr k, a⟩
  have hfit := fitFrequency_isFit hu h01 h1
  refine ⟨⟨((1 - e0) * fitFrequency u0 e0 e1 ^ 2, fitFrequency u0 e0 e1), hfit, ?_⟩, key⟩
  rintro ⟨R, w⟩ h
  obtain ⟨hw, hR⟩ := key R w h
  have hsq : w ^ 2 = fitFrequency u0 e0 e1 ^ 2 := hw.trans (key _ _ hfit).1.symm
  -- positivity selects one of the two square roots
  have hww : w = fitFrequency u0 e0 e1 :=
    (pow_left_inj₀ h.2.1.le hfit.2.1.le two_ne_zero).mp hsq
  exact Prod.ext (by rw [hR, hsq]) hww
```

The first part of the conclusion says that exactly one pair $(R,w)$ is a fit. The second gives the formulas that any fit must satisfy. In the proof, `key` derives these formulas, so a second fit has the same $w^2$ as the explicit one. Positivity then excludes the opposite root, and equality of the strengths follows.

## Which data can be fitted, and what the fit predicts

```lean
/-- At a given `u0 > 0`, a fit exists if and only if the data satisfy `e0 < e1 < 1`. -/
theorem exists_fit_iff {u0 e0 e1 : ℝ} (hu : 0 < u0) :
    (∃ R w : ℝ, IsFit R w u0 e0 e1) ↔ e0 < e1 ∧ e1 < 1 := by
  constructor
  · rintro ⟨R, w, h⟩
    obtain ⟨hR, hw, h0, h1⟩ := (isFit_iff R w u0 e0 e1).mp h
    have hpos : 0 < R / (u0 ^ 2 + w ^ 2) := by positivity
    -- screening is weaker at the finite imaginary frequency
    have hlt : R / (u0 ^ 2 + w ^ 2) < R / w ^ 2 :=
      div_lt_div_of_pos_left hR (by positivity) (by linarith [pow_pos hu 2])
    exact ⟨by linarith, by linarith⟩
  · rintro ⟨h01, h1⟩
    exact ⟨_, _, fitFrequency_isFit hu h01 h1⟩
```

The forward direction is the comparison of fractions made by hand: `hpos` gives $e_1<1$ and `hlt` gives $e_0<e_1$. The reverse direction supplies the explicit fit.

```lean
/-- For `u0 > 0`, the fitted inverse dielectric function at every imaginary frequency `i u`, written
in terms of the data `u0`, `e0`, `e1` alone. -/
theorem fit_on_imaginary_axis {R w u0 e0 e1 : ℝ} (hu : 0 < u0)
    (h : IsFit R w u0 e0 e1) (u : ℝ) :
    invDielectric R w ((u : ℂ) * I) =
      ((1 - (1 - e0) * (1 - e1) * u0 ^ 2 /
        ((e1 - e0) * u ^ 2 + (1 - e1) * u0 ^ 2) : ℝ) : ℂ) := by
  obtain ⟨h01, h1⟩ := (exists_fit_iff hu).mp ⟨R, w, h⟩
  obtain ⟨a, k⟩ := fit_relations h
  have hw : 0 < w := h.2.1
  have hd : 0 < e1 - e0 := by linarith
  have hn : 0 < 1 - e1 := by linarith
  have hs : u ^ 2 + w ^ 2 ≠ 0 := by positivity
  have hD : (e1 - e0) * u ^ 2 + (1 - e1) * u0 ^ 2 ≠ 0 := by positivity
  -- eliminate the strength and the pole frequency
  have hq : R / (u ^ 2 + w ^ 2) = (1 - e0) * (1 - e1) * u0 ^ 2 /
      ((e1 - e0) * u ^ 2 + (1 - e1) * u0 ^ 2) := by
    rw [div_eq_div_iff hs hD]
    linear_combination ((e1 - e0) * u ^ 2 + (1 - e1) * u0 ^ 2) * a + (1 - e0) * u ^ 2 * k
  rw [invDielectric_imaginary_axis, hq]

end

end GodbyNeedsPlasmonPole
```

The existence of a fit already implies the inequalities, so they are not assumed again. They make the denominator positive at every real $u$, and the two polynomial relations then eliminate $R$ and $w$. The formula describes the fitted model; it does not bound the model's error against a true dielectric function away from the two data points.

```lean
#print axioms GodbyNeedsPlasmonPole.godbyNeeds_fit
#print axioms GodbyNeedsPlasmonPole.fit_on_imaginary_axis
```

```
'GodbyNeedsPlasmonPole.godbyNeeds_fit' depends on axioms: [propext, Classical.choice, Quot.sound]
'GodbyNeedsPlasmonPole.fit_on_imaginary_axis' depends on axioms: [propext, Classical.choice, Quot.sound]
```

## Sign conditions and use in GW calculations

The definition could have left the sign of $R$ free while keeping $w>0$. The algebra above would then also admit data with $e_0>e_1>1$, giving a negative strength. At $e_0=e_1=1$ it would give $R=0$ with every positive $w$ allowed, so uniqueness would be lost.

In a GW calculation with this plasmon-pole model, the inverse dielectric matrix is computed at zero and at one imaginary frequency, often chosen near the plasma frequency. In the simplest procedure, $w^2$ is formed from the two values, its sign is checked, and the root is taken; the single pole then allows the frequency integral in the self-energy to be done analytically. The result here applies to a diagonal matrix element with real data. In exact ground-state linear response such data satisfy $e_0<e_1<1$ unless the response vanishes, so a violation there points to an approximation or a numerical error. For off-diagonal elements the constant 1 in the model is replaced by 0, so the admissible data change, and a code needs a rule for elements that no real pole can fit.
